# The zero-temperature Read-Newns saddle: ξ = T_K exp(iπq)

A magnetic impurity in a metal can be described, in the large-N mean-field theory of the Kondo model, by a resonant level whose position and width are not given in advance but must be found from stationarity of an energy. The Lean file below takes the zero-temperature Read-Newns form of that energy and finds all its stationary points of positive width.

```lean
import Mathlib

open scoped Real
open Complex (I)

namespace ReadNewnsSaddle

noncomputable section

/-- The complex resonance parameter `ξ = λ + i Δ` built from level position and width. -/
def level (lam Δ : ℝ) : ℂ := (lam : ℂ) + (Δ : ℂ) * I

/-- The zero-temperature Read-Newns energy per channel, with half-bandwidth `D`, coupling `g`
and filling `q`, as a function of level position and width. -/
def energy (D g q lam Δ : ℝ) : ℝ :=
  Δ / (π * g)
    + (level lam Δ * Complex.log (level lam Δ / ((Real.exp 1 * D : ℝ) : ℂ))).im / π
    - lam * q

/-- The Kondo temperature `T_K = D exp(-1/g)`. -/
def kondo (D g : ℝ) : ℝ := D * Real.exp (-1 / g)

/-- Both partial derivatives of the energy exist and vanish at `(λ, Δ)`. -/
def IsStationary (D g q lam Δ : ℝ) : Prop :=
  HasDerivAt (fun l => energy D g q l Δ) 0 lam ∧
    HasDerivAt (fun d => energy D g q lam d) 0 Δ

lemma level_im (lam Δ : ℝ) : (level lam Δ).im = Δ := by simp [level]

lemma level_ne_zero {lam Δ : ℝ} (hΔ : 0 < Δ) : level lam Δ ≠ 0 := by
  intro h
  have h' := level_im lam Δ
  rw [h, Complex.zero_im] at h'
  linarith

lemma level_path (lam Δ : ℝ) : HasDerivAt (fun l : ℝ => level l Δ) 1 lam :=
  ((hasDerivAt_id lam).ofReal_comp.add_const ((Δ : ℂ) * I)).congr_deriv (by simp)

lemma width_path (lam Δ : ℝ) : HasDerivAt (fun d : ℝ => level lam d) I Δ :=
  (((hasDerivAt_id Δ).ofReal_comp.mul_const I).const_add (lam : ℂ)).congr_deriv (by simp)

/-- The logarithm of `z/(eD)` splits into `log(|z|/D) - 1` and the phase of `z`. -/
theorem log_split {D : ℝ} (hD : 0 < D) {z : ℂ} (hz : z ≠ 0) :
    Complex.log (z / ((Real.exp 1 * D : ℝ) : ℂ))
      = ((Real.log (‖z‖ / D) : ℝ) : ℂ) - 1 + (Complex.arg z : ℂ) * I := by
  have hc : 0 < Real.exp 1 * D := mul_pos (Real.exp_pos 1) hD
  have hl : Complex.log z = ((Real.log ‖z‖ : ℝ) : ℂ) + (Complex.arg z : ℂ) * I := rfl
  rw [div_eq_inv_mul, ← Complex.ofReal_inv, Complex.log_ofReal_mul (inv_pos.mpr hc) hz, hl,
    Real.log_inv, Real.log_mul (Real.exp_pos 1).ne' hD.ne', Real.log_exp,
    Real.log_div (norm_ne_zero_iff.mpr hz) hD.ne']
  simp only [Complex.ofReal_neg, Complex.ofReal_add, Complex.ofReal_sub, Complex.ofReal_one]
  ring

/-- Derivative of `Im (z log(z/(eD)))` along a real path `z = γ(t)` in the upper half plane. -/
theorem hasDerivAt_im_mul_log {D : ℝ} (hD : 0 < D) {γ : ℝ → ℂ} {v : ℂ} {t : ℝ}
    (hγ : HasDerivAt γ v t) (him : 0 < (γ t).im) :
    HasDerivAt (fun s => (γ s * Complex.log (γ s / ((Real.exp 1 * D : ℝ) : ℂ))).im)
      ((((Real.log (‖γ t‖ / D) : ℝ) : ℂ) + (Complex.arg (γ t) : ℂ) * I) * v).im t := by
  have hc : 0 < Real.exp 1 * D := mul_pos (Real.exp_pos 1) hD
  have hcne : ((Real.exp 1 * D : ℝ) : ℂ) ≠ 0 := Complex.ofReal_ne_zero.mpr hc.ne'
  have hz : γ t ≠ 0 := by
    intro h
    simp [h] at him
  have hs : γ t / ((Real.exp 1 * D : ℝ) : ℂ) ∈ Complex.slitPlane := by
    refine Complex.mem_slitPlane_iff.mpr (Or.inr ?_)
    rw [Complex.div_ofReal_im]
    exact (div_pos him hc).ne'
  have h1 := hγ.fun_mul ((hγ.div_const ((Real.exp 1 * D : ℝ) : ℂ)).clog_real hs)
  have h2 := Complex.imCLM.hasFDerivAt.comp_hasDerivAt t h1
  refine h2.congr_deriv ?_
  change (v * Complex.log (γ t / ((Real.exp 1 * D : ℝ) : ℂ))
    + γ t * (v / ((Real.exp 1 * D : ℝ) : ℂ) / (γ t / ((Real.exp 1 * D : ℝ) : ℂ)))).im = _
  refine congrArg Complex.im ?_
  -- the product rule adds exactly the 1 that the factor e removed
  have h3 : ∀ c : ℂ, c ≠ 0 → γ t * (v / c / (γ t / c)) = v := by
    intro c hc0
    field_simp
  rw [h3 _ hcne, log_split hD hz]
  ring

/-- The slope of the energy in the level position is `arg ξ / π - q`. -/
theorem hasDerivAt_energy_level {D : ℝ} (hD : 0 < D) (g q lam : ℝ) {Δ : ℝ} (hΔ : 0 < Δ) :
    HasDerivAt (fun l => energy D g q l Δ) (Complex.arg (level lam Δ) / π - q) lam := by
  have h := hasDerivAt_im_mul_log hD (level_path lam Δ) (by rw [level_im]; exact hΔ)
  have key : ∀ a b : ℝ, (((a : ℂ) + (b : ℂ) * I) * 1).im = b := by intro a b; simp
  rw [key] at h
  exact (((h.div_const π).const_add (Δ / (π * g))).fun_sub
    ((hasDerivAt_id lam).mul_const q)).congr_deriv (by ring)

/-- The slope of the energy in the width is `(1/g + log(|ξ|/D)) / π`. -/
theorem hasDerivAt_energy_width {D : ℝ} (hD : 0 < D) (g q lam : ℝ) {Δ : ℝ} (hΔ : 0 < Δ) :
    HasDerivAt (fun d => energy D g q lam d)
      ((1 / g + Real.log (‖level lam Δ‖ / D)) / π) Δ := by
  have h := hasDerivAt_im_mul_log hD (width_path lam Δ) (by rw [level_im]; exact hΔ)
  have key : ∀ a b : ℝ, (((a : ℂ) + (b : ℂ) * I) * I).im = a := by intro a b; simp
  rw [key] at h
  exact ((((hasDerivAt_id Δ).div_const (π * g)).fun_add (h.div_const π)).sub_const
    (lam * q)).congr_deriv (by ring)

/-- The energy is stationary exactly when `ξ` has phase `π q` and modulus `T_K`. -/
theorem isStationary_iff_polar {D : ℝ} (hD : 0 < D) (g q lam : ℝ) {Δ : ℝ} (hΔ : 0 < Δ) :
    IsStationary D g q lam Δ ↔
      Complex.arg (level lam Δ) = π * q ∧ ‖level lam Δ‖ = kondo D g := by
  have d1 := hasDerivAt_energy_level hD g q lam hΔ
  have d2 := hasDerivAt_energy_width hD g q lam hΔ
  constructor
  · rintro ⟨h1, h2⟩
    have e1 : Complex.arg (level lam Δ) / π = q := by linarith [h1.unique d1]
    have e2 := (div_eq_zero_iff.mp (h2.unique d2).symm).resolve_right Real.pi_ne_zero
    have e3 : Real.log (‖level lam Δ‖ / D) = -1 / g := by rw [neg_div]; linarith
    have e4 := Real.exp_log (div_pos (norm_pos_iff.mpr (level_ne_zero (lam := lam) hΔ)) hD)
    rw [e3] at e4
    refine ⟨by rw [div_eq_iff Real.pi_ne_zero] at e1; linarith, ?_⟩
    rw [kondo, e4, mul_div_cancel₀ _ hD.ne']
  · rintro ⟨ha, hn⟩
    refine ⟨d1.congr_deriv ?_, d2.congr_deriv ?_⟩
    · rw [ha, mul_div_cancel_left₀ _ Real.pi_ne_zero, sub_self]
    · rw [hn, kondo, mul_div_cancel_left₀ _ hD.ne', Real.log_exp]
      ring

/-- At a stationary point the energy equals `-Δ/π`. -/
theorem energy_of_isStationary {D g q lam Δ : ℝ} (hD : 0 < D) (hΔ : 0 < Δ)
    (h : IsStationary D g q lam Δ) : energy D g q lam Δ = -Δ / π := by
  obtain ⟨ha, hn⟩ := (isStationary_iff_polar hD g q lam hΔ).mp h
  have key : ∀ a b : ℝ,
      (level lam Δ * ((a : ℂ) - 1 + (b : ℂ) * I)).im = lam * b + Δ * (a - 1) := by
    intro a b
    simp [level]
  have hp : π * π⁻¹ = 1 := mul_inv_cancel₀ Real.pi_ne_zero
  rw [energy, log_split hD (level_ne_zero hΔ), key, ha, hn, kondo,
    mul_div_cancel_left₀ _ hD.ne', Real.log_exp]
  linear_combination (lam * q) * hp

/-- Read-Newns saddle: `0 < T_K < D`, the energy is stationary at positive width exactly at
`ξ = T_K exp(iπq)`, this point has positive width, and its energy is `-T_K sin(πq)/π`. -/
theorem readNewns_saddle {D g q : ℝ} (hD : 0 < D) (hg : 0 < g) (hq0 : 0 < q) (hq1 : q < 1) :
    (0 < kondo D g ∧ kondo D g < D) ∧
    (∀ lam Δ : ℝ, 0 < Δ → (IsStationary D g q lam Δ ↔
      level lam Δ = (kondo D g : ℂ) * Complex.exp (((π * q : ℝ) : ℂ) * I))) ∧
    0 < kondo D g * Real.sin (π * q) ∧
    energy D g q (kondo D g * Real.cos (π * q)) (kondo D g * Real.sin (π * q))
      = -(kondo D g * Real.sin (π * q)) / π := by
  have hT : 0 < kondo D g := mul_pos hD (Real.exp_pos _)
  have hlt : kondo D g < D :=
    mul_lt_of_lt_one_right hD
      (Real.exp_lt_one_iff.mpr (div_neg_of_neg_of_pos (by norm_num) hg))
  have h0 : 0 < π * q := mul_pos Real.pi_pos hq0
  have h1 : π * q < π := mul_lt_of_lt_one_right Real.pi_pos hq1
  have hsin : 0 < kondo D g * Real.sin (π * q) :=
    mul_pos hT (Real.sin_pos_of_pos_of_lt_pi h0 h1)
  have hiff : ∀ lam Δ : ℝ, 0 < Δ → (IsStationary D g q lam Δ ↔
      level lam Δ = (kondo D g : ℂ) * Complex.exp (((π * q : ℝ) : ℂ) * I)) := by
    intro lam Δ hΔ
    rw [isStationary_iff_polar hD g q lam hΔ]
    constructor
    · rintro ⟨ha, hn⟩
      have h := Complex.norm_mul_exp_arg_mul_I (level lam Δ)
      rw [ha, hn] at h
      exact h.symm
    · intro h
      rw [h]
      constructor
      · -- the phase πq lies on the principal branch
        rw [Complex.exp_mul_I]
        exact Complex.arg_mul_cos_add_sin_mul_I hT ⟨by linarith [Real.pi_pos], h1.le⟩
      · rw [norm_mul, Complex.norm_exp_ofReal_mul_I, mul_one, Complex.norm_real,
          Real.norm_of_nonneg hT.le]
  refine ⟨⟨hT, hlt⟩, hiff, hsin, energy_of_isStationary hD hsin ((hiff _ _ hsin).mpr ?_)⟩
  rw [level, Complex.exp_mul_I, Complex.ofReal_mul, Complex.ofReal_mul, Complex.ofReal_cos,
    Complex.ofReal_sin]
  ring

/-- The second derivatives of the energy in level position and in width are
`-Δ/(π|ξ|²)` and `Δ/(π|ξ|²)`. -/
theorem energy_curvatures {D : ℝ} (hD : 0 < D) (g q lam : ℝ) {Δ : ℝ} (hΔ : 0 < Δ) :
    HasDerivAt (fun l => deriv (fun x => energy D g q x Δ) l)
      (-(Δ / (π * Complex.normSq (level lam Δ)))) lam ∧
    HasDerivAt (fun d => deriv (fun y => energy D g q lam y) d)
      (Δ / (π * Complex.normSq (level lam Δ))) Δ := by
  have hs : level lam Δ ∈ Complex.slitPlane :=
    Complex.mem_slitPlane_iff.mpr (Or.inr (by rw [level_im]; exact hΔ.ne'))
  constructor
  · have h := Complex.imCLM.hasFDerivAt.comp_hasDerivAt lam ((level_path lam Δ).clog_real hs)
    have f1 : (fun l => deriv (fun x => energy D g q x Δ) l)
        = fun l => (Complex.log (level l Δ)).im / π - q := by
      funext l
      rw [(hasDerivAt_energy_level hD g q l hΔ).deriv, Complex.log_im]
    rw [f1]
    refine ((h.div_const π).sub_const q).congr_deriv ?_
    change (1 / level lam Δ).im / π = _
    rw [one_div, Complex.inv_im, level_im]
    ring
  · have h := Complex.reCLM.hasFDerivAt.comp_hasDerivAt Δ ((width_path lam Δ).clog_real hs)
    have h2 : HasDerivAt
        (fun d => (1 / g + ((Complex.log (level lam d)).re - Real.log D)) / π)
        (Δ / (π * Complex.normSq (level lam Δ))) Δ := by
      refine (((h.sub_const (Real.log D)).const_add (1 / g)).div_const π).congr_deriv ?_
      change (I / level lam Δ).re / π = _
      rw [div_eq_mul_inv I, Complex.I_mul_re, Complex.inv_im, level_im]
      ring
    refine h2.congr_of_eventuallyEq ?_
    filter_upwards [lt_mem_nhds hΔ] with d hd
    rw [(hasDerivAt_energy_width hD g q lam hd).deriv, Complex.log_re,
      Real.log_div (norm_ne_zero_iff.mpr (level_ne_zero hd)) hD.ne']

end

end ReadNewnsSaddle
```

```lean
#print axioms ReadNewnsSaddle.readNewns_saddle
-- 'ReadNewnsSaddle.readNewns_saddle' depends on axioms: [propext, Classical.choice, Quot.sound]
#print axioms ReadNewnsSaddle.energy_curvatures
-- 'ReadNewnsSaddle.energy_curvatures' depends on axioms: [propext, Classical.choice, Quot.sound]
```

## What is stated

The level has position λ, measured from the Fermi energy, and width Δ, which is the half-width at half maximum of the resonance. They are combined into one complex number, ξ = λ + iΔ, which is `level lam Δ` in the file. The other parameters are the half-bandwidth D, the dimensionless coupling g, which is proportional to the exchange coupling times the density of states of the band, and the filling q, the prescribed impurity occupation per channel, that is, per spin component. The function `energy` is

E(λ, Δ) = Δ/(πg) + (1/π) Im(ξ log(ξ/(eD))) − λq,

with the principal complex logarithm, and `kondo D g` is T_K = D exp(−1/g).

`IsStationary` says that E has derivative 0 in λ at fixed Δ, and derivative 0 in Δ at fixed λ. It uses `HasDerivAt`, which includes differentiability. The condition `deriv … = 0` would in general be weaker, because Lean's `deriv` returns 0 where no derivative exists; for D > 0 and Δ > 0 the two agree.

The main theorem, `readNewns_saddle`, assumes D > 0, g > 0 and 0 < q < 1. It has four parts:

- T_K lies strictly between 0 and D.
- For every real λ and every Δ > 0, the energy is stationary if and only if ξ = T_K exp(iπq).
- The width T_K sin(πq) of this point is positive, so the point belongs to the region considered.
- The energy there is −T_K sin(πq)/π.

In real variables the solution is λ = T_K cos(πq) and Δ = T_K sin(πq). At half filling, q = 1/2, the level sits at the Fermi energy with width T_K, and E = −T_K/π.

## The physics behind the energy

The file takes E as a definition. Its origin is a non-interacting resonant level in a wide flat band. Away from the band edges its phase shift at energy ω is arg(ξ − ω), and this form is used down to the bottom of the band. With all states filled up to the Fermi energy, adding this level to the band changes the energy per channel, measured from the Fermi energy, by

−(1/π) ∫ arg(ξ − ω) dω, with ω from −D to 0.

For |ξ| much smaller than D this integral reduces to the logarithmic term of E. The term Δ/(πg) is the cost of the mean-field hybridisation, and −λq comes from the constraint on the occupation, with λ as its Lagrange multiplier.

For this mean-field model in the wide-band limit, the result gives the Kondo scale D exp(−1/g), which no power series in g about g = 0 can reproduce, in closed form. It says nothing about fluctuations around the mean field or about finite temperature. The wide-band form is also reliable only when T_K is much smaller than D, that is, for small g, although the theorem holds for every g > 0.

## The derivation by hand

Since Δ > 0, ξ lies in the upper half plane, away from the branch cut of the logarithm. There

log(ξ/(eD)) = log(|ξ|/D) − 1 + i arg ξ.

Let F(ξ) = ξ log(ξ/(eD)). The product rule gives

F′(ξ) = log(ξ/(eD)) + 1 = log(|ξ|/D) + i arg ξ.

Changing λ moves ξ in the direction 1, and changing Δ moves it in the direction i. Therefore

∂ Im F/∂λ = Im F′(ξ) = arg ξ,

∂ Im F/∂Δ = Im(i F′(ξ)) = log(|ξ|/D).

Adding the two linear terms of E gives

∂E/∂λ = arg ξ/π − q,

∂E/∂Δ = (1/g + log(|ξ|/D))/π.

The first derivative vanishes exactly when arg ξ = πq, so the occupation arg ξ/π equals the prescribed filling. The second vanishes exactly when |ξ| = D exp(−1/g) = T_K. Modulus and phase together determine ξ = T_K exp(iπq). Conversely, because 0 < πq < π, this number has principal argument πq and positive imaginary part.

For the energy, first write out the imaginary part:

Im F = λ arg ξ + Δ(log(|ξ|/D) − 1).

At the stationary point this is λπq − Δ/g − Δ. Hence

E = Δ/(πg) + λq − Δ/(πg) − Δ/π − λq = −Δ/π,

and Δ = T_K sin(πq) gives the stated value.

A second differentiation uses F″(ξ) = 1/ξ:

∂²E/∂λ² = Im(1/ξ)/π = −Δ/(π|ξ|²),

∂²E/∂Δ² = Re(i/ξ)/π = Δ/(π|ξ|²).

These two formulas, valid wherever Δ > 0, are the content of `energy_curvatures`. Lean stops at the formulas; the second-derivative test then shows that the stationary point is a strict maximum along the λ line and a strict minimum along the Δ line, hence a saddle. Minimising E over both variables at once would therefore be the wrong way to look for it.

## How the Lean proof follows these steps

`log_split` is the decomposition of the logarithm. `hasDerivAt_im_mul_log` differentiates Im F along any real path γ that is in the upper half plane at the point considered; its velocity v there multiplies F′. The proof first shows that the argument of the logarithm lies in `Complex.slitPlane`, where the logarithm is differentiable, and then applies the product rule and takes the imaginary part.

The lemmas `level_path` and `width_path` supply the two velocities, 1 and `I`. With them, `hasDerivAt_energy_level` and `hasDerivAt_energy_width` give the two slopes of E.

In `isStationary_iff_polar`, the forward direction uses uniqueness of derivatives: a slope that is both 0 and the computed expression makes that expression 0. Exponentiating the logarithmic equation gives the modulus. The reverse direction inserts the phase and modulus into the two slopes. `energy_of_isStationary` then carries out the cancellation that leaves −Δ/π.

The main theorem passes between the polar conditions and the complex equation. From left to right it uses the identity ξ = |ξ| exp(i arg ξ). From right to left it needs πq to lie on the principal branch, which follows from the bounds on q.

For the curvatures, the slopes are differentiated once more, as imaginary and real parts of log ξ. The slope formula in the width is available only for positive widths, so `congr_of_eventuallyEq` is used to replace the slope by its formula near Δ, which is enough for a derivative.

## An easy mistake

It is tempting to write log(ξ/D) in the energy in place of log(ξ/(eD)). The product rule then leaves an extra 1 in F′. This 1 is real, so the λ equation does not change and the occupation still comes out right. The Δ equation becomes 1/g + 1 + log(|ξ|/D) = 0, and the modulus is T_K/e. Checking the filling alone would not reveal the error.

## Another way to model it

One could keep the integral from −D to 0 instead of its form for large D. This is still not an exact treatment of a finite band, because the phase shift arg(ξ − ω) leaves out the effect of the band edges on the level. The same differentiation then produces log(ξ/(ξ + D)) where log(ξ/D) stood, and the stationarity condition becomes

ξ/(ξ + D) = exp(−1/g) exp(iπq).

Its solution is

ξ = T_K exp(iπq) / (1 − (T_K/D) exp(iπq)).

For T_K much smaller than D this approaches the point found above. At larger coupling the phase of ξ is shifted, as in general is its modulus, and the phase alone no longer gives the occupation. The wide-band energy gives up these corrections in return for a solution whose modulus depends only on D and g, and whose phase depends only on q.
